# Saturation of the lowest level under a single repulsive projector

## A level pushed upward

The nonlocal part of a separable pseudopotential acts on an electron through projectors. Suppose one of them is repulsive: it adds $D|b\rangle\langle b|$ to a Hamiltonian $H$, with $b$ a unit vector. As $D$ grows, the lowest level rises or stays where it is, but the electron can avoid the cost by making its state orthogonal to $b$. How high can the level go, and how close is it to that ceiling at finite $D$?

## The ceiling and the gap below it

Let $H$ be Hermitian on a complex space of finite dimension at least two. Write $m$ for the minimum of $\langle v,Hv\rangle$ over unit $v\perp b$, $a=\langle b,Hb\rangle$, and $g$ for the lowest eigenvalue of $H+D|b\rangle\langle b|$. If $d=D+a-m>0$, then

$$m-\frac{\|Hb\|^2}{d}\le g\le m\le e_1,$$

where $e_0\le e_1$ are the two lowest eigenvalues of $H$, counted with multiplicity. The condition $d>0$ says that the state $b$, with its projector energy included, lies above the best state orthogonal to it.

In a finite-basis, one-electron model, strengthening a single projector therefore cannot move the lowest level past the second level of $H$.

## Derivation

**Existence of $m$.** The unit vectors orthogonal to $b$ form a compact set, nonempty because the dimension is at least two, and the energy is continuous.

**Upper bound.** For Hermitian $A$ with orthonormal eigenvectors $u_i$ and eigenvalues $\lambda_i$,
$$\langle v,Av\rangle=\sum_i\lambda_i|\langle u_i,v\rangle|^2\ge\lambda_{\min}\|v\|^2.$$
Take $A=H+D|b\rangle\langle b|$ and $v$ the minimiser defining $m$. The projector vanishes on $v$, so $g\le m$.

**Lower bound.** Write the normalised ground state as $cb+w$ with $w\perp b$, so $|c|^2+\|w\|^2=1$. Then
$$g=(D+a)|c|^2+2\,\mathrm{Re}\,(\bar c\langle b,Hw\rangle)+\langle w,Hw\rangle.$$
Rescaling $w$ to unit length gives $\langle w,Hw\rangle\ge m\|w\|^2$, which is trivial for $w=0$. Since $w\perp b$,
$$|\langle b,Hw\rangle|=|\langle Hb-ab,w\rangle|\le r\|w\|,\qquad r^2=\|Hb-ab\|^2=\|Hb\|^2-a^2.$$
Hence
$$m-g\le 2r|c|\|w\|-d|c|^2=\frac{r^2\|w\|^2-(d|c|-r\|w\|)^2}{d}\le\frac{r^2}{d}\le\frac{\|Hb\|^2}{d}.$$
The bound with $r^2$, the energy variance of $b$, is the sharper one, and it does not depend on the zero of energy.

**Second level.** Let $u_0,u_1$ be orthonormal eigenvectors for $e_0,e_1$. Some nonzero $xu_0+yu_1$ is orthogonal to $b$: take $u_1$ if $\langle b,u_1\rangle=0$, otherwise $x=\langle b,u_1\rangle$, $y=-\langle b,u_0\rangle$. Then
$$m(|x|^2+|y|^2)\le e_0|x|^2+e_1|y|^2\le e_1(|x|^2+|y|^2),$$
so $m\le e_1$.

**Two consequences.** As $D\to\infty$ the gap bound vanishes and $g\to m$. If $b$ is an eigenvector of $H$, then $r=0$ and $g=m$ at every $D$ above the threshold.

## The statement in Lean

`E` is the state space, and `finrank ℂ E = n + 2` fixes its dimension. `H.IsSymmetric` expresses Hermiticity, `energy H v` is the real part of $\langle v,Hv\rangle$, and `repelled H b D` is $H+D|b\rangle\langle b|$. The hypothesis `IsLeast (blockedEnergies H b) m` says that $m$ is an attained minimum; `exists_blocked_minimum` supplies one. Mathlib lists eigenvalues in decreasing order, so `groundEnergy` is the last entry and `secondEnergy` the one before it.

The sign of `D` is free: only `m < D + energy H b` is required. Only one projector is varied, and any others belong to the fixed `H`. The model has no overlap matrix or self-consistency.

```lean
import Mathlib

open Module Filter Topology ComplexConjugate

namespace ProjectorSaturation

noncomputable section

variable {E : Type*} [NormedAddCommGroup E] [InnerProductSpace ℂ E]

/-- The energy expectation `⟨v, H v⟩` (its real part). -/
def energy (H : E →ₗ[ℂ] E) (v : E) : ℝ := (inner ℂ v (H v)).re

/-- The operator `H + D |b⟩⟨b|`. For a unit vector `b` the added term is `D` times the projector on
`b`. -/
def repelled (H : E →ₗ[ℂ] E) (b : E) (D : ℝ) : E →ₗ[ℂ] E :=
  H + (D : ℂ) • (innerₛₗ ℂ b).smulRight b

/-- The energies of all unit vectors orthogonal to `b`. -/
def blockedEnergies (H : E →ₗ[ℂ] E) (b : E) : Set ℝ :=
  energy H '' {v | ‖v‖ = 1 ∧ inner ℂ b v = 0}

variable [FiniteDimensional ℂ E] {n : ℕ} {H : E →ₗ[ℂ] E} {b : E} {m D : ℝ}

/-- The lowest eigenvalue of a symmetric operator in dimension `n + 2`. -/
def groundEnergy {A : E →ₗ[ℂ] E} (hA : A.IsSymmetric) (hn : finrank ℂ E = n + 2) : ℝ :=
  hA.eigenvalues hn (Fin.last (n + 1))

/-- The second-lowest eigenvalue, counted with multiplicity, in dimension `n + 2`. -/
def secondEnergy {A : E →ₗ[ℂ] E} (hA : A.IsSymmetric) (hn : finrank ℂ E = n + 2) : ℝ :=
  hA.eigenvalues hn (Fin.last n).castSucc

omit [FiniteDimensional ℂ E] in
/-- For symmetric `H`, any vector `b` and real `D`, the operator `H + D |b⟩⟨b|` is symmetric. -/
theorem repelled_isSymmetric (hH : H.IsSymmetric) (b : E) (D : ℝ) :
    (repelled H b D).IsSymmetric := by
  intro x y
  have h : ∀ v, repelled H b D v = H v + (D : ℂ) • (inner ℂ b v • b) := fun _ => rfl
  rw [h, h, inner_add_left, inner_add_right, inner_smul_left, inner_smul_left,
    inner_smul_right, inner_smul_right, inner_conj_symm, Complex.conj_ofReal, hH x y]
  ring

/-- Variational principle: the lowest eigenvalue of a symmetric operator times `‖v‖²` is at
most the energy of `v`. -/
theorem groundEnergy_le {A : E →ₗ[ℂ] E} (hA : A.IsSymmetric) (hn : finrank ℂ E = n + 2)
    (v : E) : groundEnergy hA hn * ‖v‖ ^ 2 ≤ energy A v := by
  have key : 0 ≤ (inner ℂ v (A v - (groundEnergy hA hn : ℂ) • v)).re := by
    -- expand in the eigenbasis: every term is a nonnegative excitation energy times a weight
    rw [← (hA.eigenvectorBasis hn).sum_inner_mul_inner, Complex.re_sum]
    refine Finset.sum_nonneg fun i _ => ?_
    have he : A (hA.eigenvectorBasis hn i)
        = ((hA.eigenvalues hn i : ℝ) : ℂ) • hA.eigenvectorBasis hn i :=
      hA.apply_eigenvectorBasis hn i
    have hi : groundEnergy hA hn ≤ hA.eigenvalues hn i :=
      hA.eigenvalues_antitone hn (Fin.le_last i)
    rw [inner_sub_right, inner_smul_right, ← hA (hA.eigenvectorBasis hn i) v, he,
      inner_smul_left, Complex.conj_ofReal, ← inner_conj_symm v (hA.eigenvectorBasis hn i)]
    generalize inner ℂ (hA.eigenvectorBasis hn i) v = z
    have hz : (conj z * ((hA.eigenvalues hn i : ℂ) * z - (groundEnergy hA hn : ℂ) * z)).re
        = (hA.eigenvalues hn i - groundEnergy hA hn) * (z.re ^ 2 + z.im ^ 2) := by
      simp only [Complex.mul_re, Complex.mul_im, Complex.sub_re, Complex.sub_im,
        Complex.conj_re, Complex.conj_im, Complex.ofReal_re, Complex.ofReal_im]
      ring
    rw [hz]
    exact mul_nonneg (sub_nonneg.2 hi) (by positivity)
  have hv : inner ℂ v v = ((‖v‖ ^ 2 : ℝ) : ℂ) := by simp [inner_self_eq_norm_sq_to_K]
  rw [inner_sub_right, inner_smul_right, hv, Complex.sub_re, Complex.re_ofReal_mul,
    Complex.ofReal_re] at key
  unfold energy
  linarith

/-- In dimension at least two, the energy attains a minimum on the unit vectors orthogonal
to a unit vector `b`. -/
theorem exists_blocked_minimum (H : E →ₗ[ℂ] E) (hn : finrank ℂ E = n + 2) (hb : ‖b‖ = 1) :
    ∃ m, IsLeast (blockedEnergies H b) m := by
  have := FiniteDimensional.proper ℂ E
  have : Fact (finrank ℂ E = (n + 1) + 1) := ⟨hn⟩
  have hb0 : b ≠ 0 := by
    rintro rfl
    simp at hb
  have hK : IsCompact {v : E | ‖v‖ = 1 ∧ inner ℂ b v = 0} := by
    have h := (isCompact_sphere (0 : E) 1).inter_right
      (isClosed_eq (f := fun v : E => inner ℂ b v) (g := fun _ => (0 : ℂ))
        (by fun_prop) continuous_const)
    convert h using 1
    ext v
    simp
  have hc : Continuous (energy H) :=
    Complex.continuous_re.comp (continuous_id.inner H.continuous_of_finiteDimensional)
  -- the orthogonal complement of `b` has dimension `n + 1`, so it holds a unit vector
  have hf := Submodule.finrank_orthogonal_span_singleton (𝕜 := ℂ) (n := n + 1) hb0
  have := Module.nontrivial_of_finrank_pos (R := ℂ) (M := (ℂ ∙ b)ᗮ) (by omega)
  obtain ⟨w, hw⟩ := exists_ne (0 : (ℂ ∙ b)ᗮ)
  have hw0 : (w : E) ≠ 0 := fun h => hw (Subtype.ext h)
  have hbw := Submodule.mem_orthogonal_singleton_iff_inner_right.1 w.2
  refine (hK.image hc).exists_isLeast (Set.Nonempty.image _ ⟨((‖(w : E)‖⁻¹ : ℝ) : ℂ) • (w : E), ?_, ?_⟩)
  · rw [norm_smul, Complex.norm_real, norm_inv, norm_norm, inv_mul_cancel₀ (norm_ne_zero_iff.2 hw0)]
  · rw [inner_smul_right, hbw, mul_zero]

omit [FiniteDimensional ℂ E] in
/-- If `m` is the minimum over unit vectors orthogonal to `b`, every `w` orthogonal to `b`
has energy at least `m ‖w‖²`. -/
theorem blocked_bound (hm : IsLeast (blockedEnergies H b) m) {w : E}
    (hw : inner ℂ b w = 0) : m * ‖w‖ ^ 2 ≤ energy H w := by
  rcases eq_or_ne w 0 with rfl | h0
  · simp [energy]
  have hp : 0 < ‖w‖ := norm_pos_iff.2 h0
  have h := hm.2 ⟨((‖w‖⁻¹ : ℝ) : ℂ) • w, ⟨by
    rw [norm_smul, Complex.norm_real, norm_inv, norm_norm, inv_mul_cancel₀ hp.ne'], by
    rw [inner_smul_right, hw, mul_zero]⟩, rfl⟩
  have hs : energy H (((‖w‖⁻¹ : ℝ) : ℂ) • w) = energy H w / ‖w‖ ^ 2 := by
    unfold energy
    rw [map_smul, inner_smul_left, inner_smul_right, Complex.conj_ofReal,
      Complex.re_ofReal_mul, Complex.re_ofReal_mul]
    field_simp
  rw [hs] at h
  exact (le_div_iff₀ (by positivity)).1 h

omit [FiniteDimensional ℂ E] in
/-- For orthonormal eigenvectors of `H` with energies `e₀ ≤ e₁`, the minimum `m` over unit
vectors orthogonal to `b` is at most `e₁`. -/
theorem blocked_le_of_pair (hm : IsLeast (blockedEnergies H b) m) {u₀ u₁ : E} {e₀ e₁ : ℝ}
    (n₀ : ‖u₀‖ = 1) (n₁ : ‖u₁‖ = 1) (o : inner ℂ u₀ u₁ = 0)
    (h₀ : H u₀ = (e₀ : ℂ) • u₀) (h₁ : H u₁ = (e₁ : ℂ) • u₁) (he : e₀ ≤ e₁) : m ≤ e₁ := by
  -- a nonzero combination of the two eigenvectors is orthogonal to `b`
  obtain ⟨x, y, hxy, hz⟩ : ∃ x y : ℂ, 0 < ‖x‖ ^ 2 + ‖y‖ ^ 2 ∧
      x * inner ℂ b u₀ + y * inner ℂ b u₁ = 0 := by
    by_cases h : inner ℂ b u₁ = 0
    · exact ⟨0, 1, by simp, by simp [h]⟩
    · have := norm_pos_iff.2 h
      exact ⟨inner ℂ b u₁, -inner ℂ b u₀, by positivity, by ring⟩
  have o' : inner ℂ u₁ u₀ = 0 := inner_eq_zero_symm.1 o
  have s₀ : inner ℂ u₀ u₀ = (1 : ℂ) := by simp [inner_self_eq_norm_sq_to_K, n₀]
  have s₁ : inner ℂ u₁ u₁ = (1 : ℂ) := by simp [inner_self_eq_norm_sq_to_K, n₁]
  have hE : energy H (x • u₀ + y • u₁) = e₀ * ‖x‖ ^ 2 + e₁ * ‖y‖ ^ 2 := by
    unfold energy
    rw [map_add, map_smul, map_smul, h₀, h₁]
    simp only [inner_add_left, inner_add_right, inner_smul_left, inner_smul_right, s₀, s₁,
      o, o', mul_zero, mul_one, add_zero, zero_add, Complex.sq_norm, Complex.normSq_apply,
      Complex.add_re, Complex.mul_re, Complex.mul_im, Complex.conj_re, Complex.conj_im,
      Complex.ofReal_re, Complex.ofReal_im]
    ring
  have hN : ‖x • u₀ + y • u₁‖ ^ 2 = ‖x‖ ^ 2 + ‖y‖ ^ 2 := by
    rw [norm_add_sq (𝕜 := ℂ), inner_smul_left, inner_smul_right, o, norm_smul, norm_smul, n₀, n₁]
    simp
  have h := blocked_bound hm (w := x • u₀ + y • u₁)
    (by rw [inner_add_right, inner_smul_right, inner_smul_right, hz])
  rw [hE, hN] at h
  have h' := mul_le_mul_of_nonneg_right he (sq_nonneg ‖x‖)
  exact le_of_mul_le_mul_right (by linarith) hxy

omit [FiniteDimensional ℂ E] in
/-- Energy of `c b + w` under `H + D |b⟩⟨b|`, for symmetric `H`, unit `b` and `w` orthogonal
to `b`: a diagonal part for each component and one cross term. -/
theorem energy_split (hH : H.IsSymmetric) (hb : ‖b‖ = 1) {w : E} (hw : inner ℂ b w = 0)
    (c : ℂ) : energy (repelled H b D) (c • b + w) =
      (D + energy H b) * ‖c‖ ^ 2 + 2 * (conj c * inner ℂ b (H w)).re + energy H w := by
  have hbb : inner ℂ b b = (1 : ℂ) := by simp [inner_self_eq_norm_sq_to_K, hb]
  have hwb : inner ℂ w b = 0 := inner_eq_zero_symm.1 hw
  have hx : inner ℂ w (H b) = conj (inner ℂ b (H w)) := by rw [inner_conj_symm, hH w b]
  have h : repelled H b D (c • b + w)
      = H (c • b + w) + (D : ℂ) • (inner ℂ b (c • b + w) • b) := rfl
  unfold energy
  rw [h, map_add, map_smul]
  simp only [inner_add_left, inner_add_right, inner_smul_left, inner_smul_right, hbb, hw,
    hwb, hx, mul_one, add_zero, Complex.sq_norm, Complex.normSq_apply,
    Complex.add_re, Complex.add_im, Complex.mul_re, Complex.mul_im, Complex.conj_re,
    Complex.conj_im, Complex.ofReal_re, Complex.ofReal_im]
  ring

/-- For symmetric `H`, unit `b` and `D + ⟨b, H b⟩ > m`, the lowest eigenvalue of `H + D |b⟩⟨b|` is
at most `m`, and below it by at most the energy variance of `b` divided by `D + ⟨b, H b⟩ - m`. Here
`m` is the minimum energy of `H` over unit vectors orthogonal to `b`, and the dimension is finite.
-/
theorem saturation_variance (hH : H.IsSymmetric) (hn : finrank ℂ E = n + 2) (hb : ‖b‖ = 1)
    (hm : IsLeast (blockedEnergies H b) m) (hD : m < D + energy H b) :
    m - (‖H b‖ ^ 2 - energy H b ^ 2) / (D + energy H b - m)
        ≤ groundEnergy (repelled_isSymmetric hH b D) hn ∧
      groundEnergy (repelled_isSymmetric hH b D) hn ≤ m := by
  have hA := repelled_isSymmetric hH b D
  constructor
  · obtain ⟨p, hp, hg⟩ : ∃ p : E, ‖p‖ = 1 ∧
        energy (repelled H b D) p = groundEnergy hA hn := by
      refine ⟨hA.eigenvectorBasis hn (Fin.last (n + 1)),
        (hA.eigenvectorBasis hn).orthonormal.1 _, ?_⟩
      have he : repelled H b D (hA.eigenvectorBasis hn (Fin.last (n + 1)))
          = (groundEnergy hA hn : ℂ) • hA.eigenvectorBasis hn (Fin.last (n + 1)) :=
        hA.apply_eigenvectorBasis hn _
      have h1 := (hA.eigenvectorBasis hn).orthonormal.1 (Fin.last (n + 1))
      unfold energy
      rw [he, inner_smul_right, inner_self_eq_norm_sq_to_K, h1]
      simp
    -- split the ground state into its part along `b` and the rest
    obtain ⟨c, w, hw, rfl⟩ : ∃ (c : ℂ) (w : E), inner ℂ b w = 0 ∧ p = c • b + w := by
      refine ⟨inner ℂ b p, p - inner ℂ b p • b, ?_, by abel⟩
      rw [inner_sub_right, inner_smul_right, inner_self_eq_norm_sq_to_K, hb]
      simp
    have hN : ‖c‖ ^ 2 + ‖w‖ ^ 2 = 1 := by
      have h := norm_add_sq (𝕜 := ℂ) (c • b) w
      rw [hp, inner_smul_left, hw, norm_smul, hb] at h
      simp at h
      linarith
    rw [energy_split hH hb hw] at hg
    have hV : ‖H b - (energy H b : ℂ) • b‖ ^ 2 = ‖H b‖ ^ 2 - energy H b ^ 2 := by
      have hr : (inner ℂ b (H b)).re = energy H b := rfl
      rw [norm_sub_sq (𝕜 := ℂ), inner_smul_right, hH b b, norm_smul, hb,
        RCLike.re_eq_complex_re, Complex.re_ofReal_mul, hr, Complex.norm_real,
        Real.norm_eq_abs, mul_one, sq_abs]
      ring
    -- only the part of `H b` orthogonal to `b` couples to `w`
    have hX : ‖inner ℂ b (H w)‖ ≤ ‖H b - (energy H b : ℂ) • b‖ * ‖w‖ := by
      have h : inner ℂ b (H w) = inner ℂ (H b - (energy H b : ℂ) • b) w := by
        rw [inner_sub_left, inner_smul_left, hw, mul_zero, sub_zero, hH b w]
      rw [h]
      exact norm_inner_le_norm _ _
    rw [← hV]
    generalize ‖H b - (energy H b : ℂ) • b‖ = r at hX ⊢
    have hC : -(‖c‖ * (r * ‖w‖)) ≤ (conj c * inner ℂ b (H w)).re := by
      have h1 := (abs_le.1 (Complex.abs_re_le_norm (conj c * inner ℂ b (H w)))).1
      rw [norm_mul, RCLike.norm_conj] at h1
      have h2 := mul_le_mul_of_nonneg_left hX (norm_nonneg c)
      linarith
    have hB := blocked_bound hm hw
    have hd : 0 < D + energy H b - m := sub_pos.2 hD
    have hmN : m * ‖c‖ ^ 2 + m * ‖w‖ ^ 2 = m := by rw [← mul_add, hN, mul_one]
    have hrN : r ^ 2 * ‖c‖ ^ 2 + r ^ 2 * ‖w‖ ^ 2 = r ^ 2 := by rw [← mul_add, hN, mul_one]
    have h1 : m - groundEnergy hA hn
        ≤ 2 * (‖c‖ * (r * ‖w‖)) - (D + energy H b - m) * ‖c‖ ^ 2 := by linarith
    -- complete the square
    have h2 : m - groundEnergy hA hn ≤ r ^ 2 / (D + energy H b - m) := by
      rw [le_div_iff₀ hd]
      have h3 := mul_le_mul_of_nonneg_right h1 hd.le
      generalize D + energy H b - m = d at h3 ⊢
      nlinarith [sq_nonneg (d * ‖c‖ - r * ‖w‖), sq_nonneg (r * ‖c‖)]
    linarith
  · -- the minimiser orthogonal to `b` does not feel the projector
    obtain ⟨v, ⟨hv, hbv⟩, hvm⟩ := hm.1
    have h := groundEnergy_le hA hn v
    have hr : repelled H b D v = H v + (D : ℂ) • (inner ℂ b v • b) := rfl
    have hE : energy (repelled H b D) v = energy H v := by
      unfold energy
      rw [hr, hbv, zero_smul, smul_zero, add_zero]
    rw [hE, hvm, hv, one_pow, mul_one] at h
    exact h

/-- Saturation of a repulsive projector: for symmetric `H`, unit `b` and `D + ⟨b, H b⟩ > m`, the
lowest eigenvalue of `H + D |b⟩⟨b|` lies between `m - ‖H b‖² / (D + ⟨b, H b⟩ - m)` and `m`, and `m`
is at most the second-lowest eigenvalue of `H`. Here `m` is the minimum energy of `H` over unit
vectors orthogonal to `b`, and the dimension is finite. -/
theorem projector_saturation (hH : H.IsSymmetric) (hn : finrank ℂ E = n + 2) (hb : ‖b‖ = 1)
    (hm : IsLeast (blockedEnergies H b) m) (hD : m < D + energy H b) :
    m - ‖H b‖ ^ 2 / (D + energy H b - m) ≤ groundEnergy (repelled_isSymmetric hH b D) hn ∧
      groundEnergy (repelled_isSymmetric hH b D) hn ≤ m ∧ m ≤ secondEnergy hH hn := by
  obtain ⟨hl, hu⟩ := saturation_variance hH hn hb hm hD
  have hd : 0 < D + energy H b - m := sub_pos.2 hD
  refine ⟨?_, hu, ?_⟩
  · have h : (‖H b‖ ^ 2 - energy H b ^ 2) / (D + energy H b - m)
        ≤ ‖H b‖ ^ 2 / (D + energy H b - m) :=
      div_le_div_of_nonneg_right (sub_le_self _ (sq_nonneg _)) hd.le
    linarith
  · have ho := (hH.eigenvectorBasis hn).orthonormal
    exact blocked_le_of_pair hm (ho.1 (Fin.last (n + 1))) (ho.1 (Fin.last n).castSucc)
      (ho.2 (Fin.castSucc_lt_last (Fin.last n)).ne') (hH.apply_eigenvectorBasis hn _)
      (hH.apply_eigenvectorBasis hn _) (hH.eigenvalues_antitone hn (Fin.le_last _))

/-- For symmetric `H` and unit `b`, the lowest eigenvalue of `H + D |b⟩⟨b|` tends to `m` as the
strength `D` grows without bound. Here `m` is the minimum energy of `H` over unit vectors orthogonal
to `b`, and the dimension is finite. -/
theorem groundEnergy_tendsto (hH : H.IsSymmetric) (hn : finrank ℂ E = n + 2) (hb : ‖b‖ = 1)
    (hm : IsLeast (blockedEnergies H b) m) :
    Tendsto (fun D : ℝ => groundEnergy (repelled_isSymmetric hH b D) hn) atTop (𝓝 m) := by
  have h1 : Tendsto (fun D : ℝ => D + energy H b - m) atTop atTop := by
    simpa only [add_sub_assoc, id] using
      tendsto_atTop_add_const_right atTop (energy H b - m) tendsto_id
  have h2 : Tendsto (fun D : ℝ => m - ‖H b‖ ^ 2 / (D + energy H b - m)) atTop (𝓝 m) := by
    simpa using (h1.const_div_atTop (‖H b‖ ^ 2)).const_sub m
  have h3 : ∀ᶠ D : ℝ in atTop, m < D + energy H b := by
    filter_upwards [eventually_gt_atTop (m - energy H b)] with D hD
    linarith
  refine tendsto_of_tendsto_of_tendsto_of_le_of_le' h2 tendsto_const_nhds ?_ ?_
  · exact h3.mono fun D hD => (projector_saturation hH hn hb hm hD).1
  · exact h3.mono fun D hD => (projector_saturation hH hn hb hm hD).2.1

/-- If the unit vector `b` is an eigenvector of the symmetric `H` with eigenvalue `μ` and
`D + μ > m`, the lowest eigenvalue of `H + D |b⟩⟨b|` equals `m`. Here `m` is the minimum energy of
`H` over unit vectors orthogonal to `b`, and the dimension is finite. -/
theorem saturation_exact (hH : H.IsSymmetric) (hn : finrank ℂ E = n + 2) (hb : ‖b‖ = 1)
    (hm : IsLeast (blockedEnergies H b) m) {μ : ℝ} (hμ : H b = (μ : ℂ) • b)
    (hD : m < D + μ) : groundEnergy (repelled_isSymmetric hH b D) hn = m := by
  have hE : energy H b = μ := by
    unfold energy
    rw [hμ, inner_smul_right, inner_self_eq_norm_sq_to_K, hb]
    simp
  have hN : ‖H b‖ ^ 2 = μ ^ 2 := by
    rw [hμ, norm_smul, hb, Complex.norm_real, Real.norm_eq_abs, mul_one, sq_abs]
  obtain ⟨hl, hu⟩ := saturation_variance hH hn hb hm (by rwa [hE])
  rw [hN, hE, sub_self, zero_div, sub_zero] at hl
  exact le_antisymm hu hl

end

end ProjectorSaturation
```

```lean
#print axioms ProjectorSaturation.exists_blocked_minimum
-- 'ProjectorSaturation.exists_blocked_minimum' depends on axioms: [propext, Classical.choice, Quot.sound]
#print axioms ProjectorSaturation.projector_saturation
-- 'ProjectorSaturation.projector_saturation' depends on axioms: [propext, Classical.choice, Quot.sound]
#print axioms ProjectorSaturation.groundEnergy_tendsto
-- 'ProjectorSaturation.groundEnergy_tendsto' depends on axioms: [propext, Classical.choice, Quot.sound]
#print axioms ProjectorSaturation.saturation_exact
-- 'ProjectorSaturation.saturation_exact' depends on axioms: [propext, Classical.choice, Quot.sound]
```

## From the derivation to the code

`repelled_isSymmetric` gives the modified Hamiltonian real eigenvalues, and `groundEnergy_le` is the variational principle, proved term by term in the eigenbasis. `blocked_bound` is the rescaling step, `energy_split` the expansion of the energy of $cb+w$, and `blocked_le_of_pair` the two-eigenvector argument.

`saturation_variance` combines all of these except `blocked_le_of_pair` into the two bounds on $g$, the lower one with $r^2$. Its `nlinarith` call completes the square: it receives $(d|c|-r\|w\|)^2\ge0$ and $(r|c|)^2\ge0$, whose left-hand sides add up to $r^2-d(2r|c|\|w\|-d|c|^2)$.

`projector_saturation` weakens the variance to $\|Hb\|^2$ and adds the second-level bound. `groundEnergy_tendsto` squeezes $g$ between the two bounds, which hold for all sufficiently large $D$. `saturation_exact` computes that the variance of an eigenvector is zero, so the bounds coincide.
